# Differential susceptibility of a spin 1/2 whose exchange field opposes its moment, from the Weiss equation

In the Weiss mean-field model, a spin 1/2 at temperature T > 0 feels an external field h and an exchange field −K m, with K ≥ 0, so the exchange field never favours the moment m. Units are such that k_B = 1 and m is the mean spin component along the field, between −1/2 and 1/2, with fields measured as energies: a spin component s in a total field B has energy −B s. The declaration `hasDerivAt_magnetization` says that if a curve m(h) satisfies m = (1/2) tanh((h − K m)/(2T)) at every real h, then it is differentiable everywhere, with slope (1 − 4m²)/(4T + K(1 − 4m²)). Neither continuity nor differentiability of the curve is assumed. The proof introduces the reduced field x(h) = (h − K m(h))/(2T) and shows that the strictly increasing function F(y) = 2T y + (K/2) tanh y recovers h from it. It then gets the continuity of x from monotonicity and surjectivity, its derivative from that of F, and the slope of m by the chain rule.

In Lean, a first try:

```lean
import Mathlib

open Filter Topology

namespace HasDerivAtMagnetization

/-- The Weiss equation `m = (1/2) tanh ((h - K m) / (2 T))` for the moment `m` of a spin 1/2
in an external field `h` and an exchange field `-K m`, at temperature `T ≠ 0`. -/
def IsWeissSolution (T K h m : ℝ) : Prop :=
  m = 1 / 2 * Real.tanh ((h - K * m) / (2 * T))

/-- The polarization `tanh x` of a spin 1/2 stays strictly below saturation. -/
theorem tanh_sq_lt_one (x : ℝ) : Real.tanh x ^ 2 < 1 := by
  have hc : 0 < Real.cosh x ^ 2 := pow_pos (Real.cosh_pos x) 2
  rw [Real.tanh_eq_sinh_div_cosh, div_pow, div_lt_one hc]
  linarith [Real.cosh_sq x]

/-- The polarization `tanh x` responds to the reduced field `x` with slope `1 - tanh² x`. -/
theorem hasDerivAt_polarization (x : ℝ) :
    HasDerivAt Real.tanh (1 - Real.tanh x ^ 2) x := by
  have hc : Real.cosh x ≠ 0 := (Real.cosh_pos x).ne'
  have h := (Real.hasDerivAt_sinh x).fun_div (Real.hasDerivAt_cosh x) hc
  have hf : Real.tanh = fun y => Real.sinh y / Real.cosh y :=
    funext Real.tanh_eq_sinh_div_cosh
  rw [hf]
  refine h.congr_deriv ?_
  field_simp

/-- The polarization `tanh x` never decreases when the reduced field `x` grows. -/
theorem polarization_monotone : Monotone Real.tanh := by
  refine monotone_of_deriv_nonneg
    (fun x => (hasDerivAt_polarization x).differentiableAt) (fun x => ?_)
  rw [(hasDerivAt_polarization x).deriv]
  linarith [tanh_sq_lt_one x]

/-- For `T > 0` and `K ≥ 0`, a magnetization curve solving the Weiss equation at every field
has the differential susceptibility `(1 - 4m²) / (4T + K (1 - 4m²))` at every field. -/
theorem hasDerivAt_magnetization {T K : ℝ} (hT : 0 < T) (hK : 0 ≤ K) {m : ℝ → ℝ}
    (hm : ∀ h, IsWeissSolution T K h (m h)) (h : ℝ) :
    HasDerivAt m ((1 - 4 * m h ^ 2) / (4 * T + K * (1 - 4 * m h ^ 2))) h := by
  -- the reduced effective field `x` inverts the increasing function `F`
  let x : ℝ → ℝ := fun b => (b - K * m b) / (2 * T)
  let F : ℝ → ℝ := fun y => 2 * T * y + K / 2 * Real.tanh y
  have hmx : ∀ b, m b = 1 / 2 * Real.tanh (x b) := hm
  have hFx : ∀ b, F (x b) = b := by
    intro b
    have h1 : 2 * T * x b = b - K * m b := mul_div_cancel₀ _ (by positivity)
    change 2 * T * x b + K / 2 * Real.tanh (x b) = b
    linear_combination h1 + K * hmx b
  have hF : StrictMono F := by
    intro a b hab
    have h1 : K / 2 * Real.tanh a ≤ K / 2 * Real.tanh b :=
      mul_le_mul_of_nonneg_left (polarization_monotone hab.le) (by positivity)
    have h2 : 2 * T * a < 2 * T * b := mul_lt_mul_of_pos_left hab (by positivity)
    change 2 * T * a + K / 2 * Real.tanh a < 2 * T * b + K / 2 * Real.tanh b
    linarith
  have hxmono : Monotone x := by
    intro a b hab
    apply hF.le_iff_le.mp
    rw [hFx, hFx]
    exact hab
  have hxcont : Continuous x :=
    hxmono.continuous_of_surjective fun y => ⟨F y, hF.injective (hFx (F y))⟩
  have hs : 0 < 1 - Real.tanh (x h) ^ 2 := by linarith [tanh_sq_lt_one (x h)]
  have hpos : 0 < 2 * T + K / 2 * (1 - Real.tanh (x h) ^ 2) := by positivity
  have hFder : HasDerivAt F (2 * T + K / 2 * (1 - Real.tanh (x h) ^ 2)) (x h) := by
    have h1 := ((hasDerivAt_id' (x h)).const_mul (2 * T)).fun_add
      ((hasDerivAt_polarization (x h)).const_mul (K / 2))
    exact h1.congr_deriv (by ring)
  have hxder := HasDerivAt.of_local_left_inverse hxcont.continuousAt hFder hpos.ne'
    (Eventually.of_forall hFx)
  -- chain rule for `m = (1/2) tanh x`
  have hder := ((hasDerivAt_polarization (x h)).comp h hxder).const_mul (1 / 2 : ℝ)
  have hfun : m = fun b => 1 / 2 * (Real.tanh ∘ x) b := funext hmx
  have ht : 1 - 4 * m h ^ 2 = 1 - Real.tanh (x h) ^ 2 := by rw [hmx h]; ring
  rw [ht]
  rw [← hfun] at hder
  refine hder.congr_deriv ?_
  have hpos' : 0 < 4 * T + K * (1 - Real.tanh (x h) ^ 2) := by positivity
  rw [← div_eq_mul_inv, ← mul_div_assoc, div_eq_div_iff hpos.ne' hpos'.ne']
  ring

end HasDerivAtMagnetization
```

Compiling this gives:

```
Main.lean:49:4: error: ring failed, ring expressions not equal
T K : ℝ
hT : 0 < T
hK : 0 ≤ K
m : ℝ → ℝ
hm : ∀ (h : ℝ), IsWeissSolution T K h (m h)
h : ℝ
x : ℝ → ℝ := ⋯
F : ℝ → ℝ := ⋯
hmx : ∀ (b : ℝ), m b = 1 / 2 * Real.tanh (x b)
b : ℝ
h1 : 2 * T * x b = b - K * m b
⊢ -(K * m b * 2) + K * Real.tanh (x b) = 0
```

The mended proof, as a diff:

```diff
@@ -47,5 +47,5 @@
     have h1 : 2 * T * x b = b - K * m b := mul_div_cancel₀ _ (by positivity)
     change 2 * T * x b + K / 2 * Real.tanh (x b) = b
-    linear_combination h1 + K * hmx b
+    linear_combination h1 - K * hmx b
   have hF : StrictMono F := by
     intro a b hab
```

The error is a wrong sign in the proof of `hFx`, the identity F(x(b)) = b. `linear_combination` subtracts the proposed combination of equations from the goal, left side minus right side in each, and asks `ring` to show that the result is zero.

Subtracting `h1` from the goal leaves (K/2) tanh(x(b)) − K m(b). The equation `hmx b` reads m(b) = (1/2) tanh(x(b)), so K times it, left minus right, is K m(b) − (K/2) tanh(x(b)), the exact negative of what is left. With `+ K * hmx b` this is subtracted, and the remainder doubles instead of cancelling: it is the expression −2K m(b) + K tanh(x(b)) in the message. That expression does vanish by `hmx b`, but `ring` does not use hypotheses, so it fails.

With `- K * hmx b` the two terms cancel, and `ring` closes the goal.
